# p exp(−ar²) is an eigenfunction of −Δ/2 + 2a²r² exactly when the nonzero homogeneous polynomial p is harmonic

Let p be a nonzero real polynomial in n variables, homogeneous of degree l, and let a be real. Then p exp(−ar²) solves the differential equation (−Δ/2 + 2a²r²)f = Ef if and only if Δp = 0 and E = a(2l+n). For a > 0 and ℏ = m = 1, this is one particle in a harmonic quantum dot of frequency ω = 2a, with the Gaussian exponent matched to the dot.

## The dot and its orbitals

In Lean 4 with Mathlib:

```lean
import Mathlib

open MvPolynomial

namespace SolidHarmonicGaussian

noncomputable section

variable {n l : ℕ}
```

The natural numbers n and l are the dimension and the degree.

```lean
/-- The partial derivative of a function on `ℝⁿ` along the `i`-th coordinate. -/
def partialD (i : Fin n) (f : (Fin n → ℝ) → ℝ) (x : Fin n → ℝ) : ℝ :=
  deriv (fun t => f (Function.update x i t)) (x i)
```

This is ∂ᵢf at x: `Function.update x i t` replaces the i-th coordinate by t, and `deriv` differentiates in t.

```lean
/-- The quantum-dot Hamiltonian `-Laplacian/2 + 2a²r²`. -/
def hamiltonian (a : ℝ) (f : (Fin n → ℝ) → ℝ) (x : Fin n → ℝ) : ℝ :=
  -(∑ i, partialD i (partialD i f) x) / 2 + 2 * a ^ 2 * (∑ i, x i ^ 2) * f x
```

The Hamiltonian is Hf = −½ Σᵢ ∂ᵢ²f + 2a²r²f, with r² = Σᵢ xᵢ².

```lean
/-- A nonzero function `f` solves the Schrödinger equation of the dot with energy `E`. -/
def IsEigenfunction (a : ℝ) (f : (Fin n → ℝ) → ℝ) (E : ℝ) : Prop :=
  f ≠ 0 ∧ ∀ x, hamiltonian a f x = E * f x
```

An eigenfunction is nonzero and satisfies Hf = Ef at every point. Square integrability is not required. The orbitals below have it when a > 0, but in general not when a ≤ 0, where the theorem concerns only the differential equation.

```lean
/-- The Gaussian-type orbital `p exp(-a r²)` with polynomial prefactor `p`. -/
def gto (a : ℝ) (p : MvPolynomial (Fin n) ℝ) (x : Fin n → ℝ) : ℝ :=
  eval x p * Real.exp (-a * ∑ i, x i ^ 2)
```

Write G = exp(−ar²). The orbital is pG, without a normalisation constant; `eval x p` is the value p(x).

```lean
/-- The Laplacian of a polynomial; `p` is harmonic when it vanishes. -/
def polyLap (p : MvPolynomial (Fin n) ℝ) : MvPolynomial (Fin n) ℝ :=
  ∑ i, pderiv i (pderiv i p)
```

`polyLap p` is Δp, computed by the formal rules for polynomials.

```lean
/-- The polynomial `r² = x₁² + ... + xₙ²`. -/
def rsq (n : ℕ) : MvPolynomial (Fin n) ℝ := ∑ i, X i ^ 2
```

This is r² as a polynomial.

## Applying the Hamiltonian

```lean
/-- The formal partial derivative of a polynomial is its analytic partial derivative. -/
theorem hasDerivAt_eval (p : MvPolynomial (Fin n) ℝ) (x : Fin n → ℝ) (i : Fin n) :
    HasDerivAt (fun t => eval (Function.update x i t) p) (eval x (pderiv i p)) (x i) := by
  induction p using MvPolynomial.induction_on with
  | C c =>
    simp only [eval_C, pderiv_C, map_zero]
    exact hasDerivAt_const _ _
  | add p q hp hq =>
    simp only [map_add]
    exact hp.fun_add hq
  | mul_X p j hp =>
    have hX : HasDerivAt (fun t => Function.update x i t j)
        (eval x (pderiv i (X j))) (x i) := by
      by_cases h : j = i
      · subst h
        simp only [Function.update_self, pderiv_X_self, map_one]
        exact hasDerivAt_id' _
      · simp only [Function.update_of_ne h, pderiv_X_of_ne h, map_zero]
        exact hasDerivAt_const _ _
    have h := hp.fun_mul hX
    simp only [Function.update_eq_self] at h
    simp only [map_mul, eval_X]
    have e : eval x (pderiv i (p * X j)) =
        eval x (pderiv i p) * x j + eval x p * eval x (pderiv i (X j)) := by
      simp only [pderiv_mul, map_add, map_mul, eval_X]
    exact h.congr_deriv e.symm
```

Formal and analytic derivatives agree. The proof builds p from constants, sums and multiplication by a variable, using the product rule in the last case.

```lean
/-- The gradient of `r²` has components `2xᵢ`. -/
theorem pderiv_rsq (i : Fin n) : pderiv i (rsq n) = X i + X i := by
  rw [rsq, map_sum, Finset.sum_eq_single i]
  · rw [sq, pderiv_mul, pderiv_X_self]
    ring
  · intro j _ hj
    rw [sq, pderiv_mul, pderiv_X_of_ne hj]
    ring
  · intro h
    exact absurd (Finset.mem_univ i) h
```

In ordinary notation, ∂ᵢr² = 2xᵢ.

```lean
/-- Differentiating `p exp(-a r²)` along `xᵢ` gives the same Gaussian with the
prefactor `∂ᵢp - 2a xᵢ p`. -/
theorem partialD_gto (a : ℝ) (p : MvPolynomial (Fin n) ℝ) (i : Fin n) :
    partialD i (gto a p) = gto a (pderiv i p - C (2 * a) * X i * p) := by
  funext x
  have hr := hasDerivAt_eval (rsq n) x i
  rw [pderiv_rsq] at hr
  simp only [rsq, map_sum, map_pow, map_add, eval_X] at hr
  have h := (hasDerivAt_eval p x i).fun_mul (hr.const_mul (-a)).exp
  simp only [partialD, gto]
  refine h.deriv.trans ?_
  simp only [Function.update_eq_self, map_sub, map_mul, eval_C, eval_X]
  ring
```

The product and chain rules give

∂ᵢ(pG) = (∂ᵢp − 2a xᵢp) G.

The result is again a polynomial times G, so the lemma can be applied twice.

```lean
/-- For `p` homogeneous of degree `l`, the Hamiltonian turns the prefactor `p` into
`a(2l+n) p - Δp/2` and keeps the Gaussian. -/
theorem hamiltonian_gto (a : ℝ) {p : MvPolynomial (Fin n) ℝ} (hp : p.IsHomogeneous l)
    (x : Fin n → ℝ) : hamiltonian a (gto a p) x =
      gto a (C (a * (2 * l + n)) * p - C (1 / 2) * polyLap p) x := by
  -- Euler's identity for homogeneous polynomials
  have euler : ∑ i, x i * eval x (pderiv i p) = l * eval x p := by
    have h := congrArg (eval x) hp.sum_X_mul_pderiv
    simpa only [map_sum, map_mul, eval_X, nsmul_eq_mul, map_natCast] using h
  have hterm : ∀ i, partialD i (partialD i (gto a p)) x =
      (eval x (pderiv i (pderiv i p)) - 4 * a * (x i * eval x (pderiv i p))
        - 2 * a * eval x p + 4 * a ^ 2 * x i ^ 2 * eval x p)
        * Real.exp (-a * ∑ j, x j ^ 2) := by
    intro i
    rw [partialD_gto, partialD_gto]
    simp only [gto, map_sub, pderiv_mul, pderiv_C, pderiv_X_self, map_add, map_mul,
      eval_C, eval_X, map_one, map_zero]
    ring
  simp only [hamiltonian, hterm, ← Finset.sum_mul, Finset.sum_add_distrib,
    Finset.sum_sub_distrib, ← Finset.mul_sum, euler, Finset.sum_const, Finset.card_univ,
    Fintype.card_fin, nsmul_eq_mul, gto, polyLap, map_sub, map_mul, map_sum, eval_C]
  ring
```

The second application, `hterm` in the code, gives

∂ᵢ²(pG) = (∂ᵢ²p − 4a xᵢ∂ᵢp − 2ap + 4a²xᵢ²p) G.

Sum over i with Euler's identity, Σᵢ xᵢ∂ᵢp = lp:

Δ(pG) = (Δp − 4alp − 2anp + 4a²r²p) G.

Multiplying by −½ and adding the potential cancels the r² terms:

H(pG) = (a(2l+n)p − ½Δp) G.

## Why p must be harmonic

```lean
/-- Different polynomial prefactors with the same Gaussian give different functions (though
proportional prefactors describe the same physical state). -/
theorem gto_injective (a : ℝ) : Function.Injective (gto (n := n) a) := by
  intro p q h
  refine MvPolynomial.funext fun x => ?_
  have hx : eval x p * Real.exp (-a * ∑ i, x i ^ 2) =
      eval x q * Real.exp (-a * ∑ i, x i ^ 2) := congrFun h x
  exact mul_right_cancel₀ (Real.exp_ne_zero _) hx
```

G never vanishes, so it can be cancelled: pG = qG implies p = q.

```lean
/-- A homogeneous polynomial whose Laplacian is a multiple of itself is harmonic. -/
theorem harmonic_of_polyLap_eq {p : MvPolynomial (Fin n) ℝ} (hp : p.IsHomogeneous l)
    {c : ℝ} (h : polyLap p = C c * p) : polyLap p = 0 := by
  by_contra hne
  -- the Laplacian lowers the degree, a multiple of `p` keeps it
  have h1 : (polyLap p).IsHomogeneous (l - 1 - 1) :=
    IsHomogeneous.sum _ _ _ fun i _ => hp.pderiv.pderiv
  have h2 := (isHomogeneous_C (Fin n) c).mul hp
  rw [zero_add, ← h] at h2
  have hl : l = 0 := by
    have := h1.inj_right h2 hne
    omega
  subst hl
  have hc : p = C (coeff 0 p) :=
    totalDegree_eq_zero_iff_eq_C.1 (Nat.le_zero.1 hp.totalDegree_le)
  apply hne
  rw [hc]
  simp [polyLap]
```

Suppose Δp = cp. For l ≥ 1, a nonzero Δp would have lower degree than l, while cp has degree l. For l = 0, p is constant. Either way Δp = 0.

```lean
/-- For `p` nonzero and homogeneous of degree `l`, the orbital `p exp(-a r²)` is an
eigenfunction of `-Laplacian/2 + 2a²r²` with energy `E` if and only if `p` is harmonic
and `E = a(2l+n)`. -/
theorem isEigenfunction_gto_iff (a : ℝ) {p : MvPolynomial (Fin n) ℝ} (hp0 : p ≠ 0)
    (hp : p.IsHomogeneous l) (E : ℝ) :
    IsEigenfunction a (gto a p) E ↔ polyLap p = 0 ∧ E = a * (2 * l + n) := by
  constructor
  · rintro ⟨_, h⟩
    -- cancel the Gaussian to get an identity between polynomials
    have key : C (a * (2 * l + n)) * p - C (1 / 2) * polyLap p = C E * p := by
      apply gto_injective a
      funext x
      rw [← hamiltonian_gto a hp x, h x]
      simp only [gto, map_mul, eval_C]
      ring
    have hc : polyLap p = C (2 * (a * (2 * l + n) - E)) * p := by
      refine MvPolynomial.funext fun x => ?_
      have hx := congrArg (eval x) key
      simp only [map_sub, map_mul, eval_C] at hx ⊢
      linear_combination (-2) * hx
    have h0 := harmonic_of_polyLap_eq hp hc
    refine ⟨h0, ?_⟩
    rw [h0] at hc
    have h2 := C_eq_zero.1 ((mul_eq_zero.1 hc.symm).resolve_right hp0)
    linarith
  · rintro ⟨h0, rfl⟩
    refine ⟨fun h => hp0 (gto_injective a ?_), fun x => ?_⟩
    · rw [h]
      funext x
      simp [gto]
    · rw [hamiltonian_gto a hp, h0]
      simp only [gto, mul_zero, sub_zero, map_mul, eval_C]
      ring
```

From left to right, cancelling G in H(pG) = E pG gives `key`, which rearranges to

Δp = 2(a(2l+n) − E) p.

The previous lemma gives Δp = 0, and since p ≠ 0, E = a(2l+n). From right to left, the formula for H(pG) gives the eigenvalue equation, and pG is nonzero because p is.

In one dimension only l = 0 and l = 1 give harmonic p. For a > 0 these are, up to a constant factor, the ground state G, with energy a, and the first excited state xG, with energy 3a.

## Cartesian functions

```lean
/-- For `q` harmonic and homogeneous of degree `l`, the Laplacian of `r² q` is
`(2n+4l) q`. -/
theorem polyLap_rsq_mul {q : MvPolynomial (Fin n) ℝ} (hq : q.IsHomogeneous l)
    (hh : polyLap q = 0) : polyLap (rsq n * q) = C (2 * n + 4 * l : ℝ) * q := by
  have ht : ∀ i, pderiv i (pderiv i (rsq n * q)) =
      2 * q + 4 * (X i * pderiv i q) + rsq n * pderiv i (pderiv i q) := by
    intro i
    simp only [pderiv_mul, pderiv_rsq, map_add, pderiv_X_self]
    ring
  have h' : ∑ i, pderiv i (pderiv i q) = 0 := hh
  simp only [polyLap, ht, Finset.sum_add_distrib, ← Finset.mul_sum,
    hq.sum_X_mul_pderiv, h', Finset.sum_const, Finset.card_univ, Fintype.card_fin,
    nsmul_eq_mul, map_add, map_mul, map_natCast, map_ofNat]
  ring
```

For harmonic q of degree l, the product rule gives

∂ᵢ²(r²q) = 2q + 4xᵢ∂ᵢq + r²∂ᵢ²q,

and summing over i gives Δ(r²q) = (2n+4l) q.

```lean
/-- A Cartesian contaminant `r² q exp(-a r²)`, with `q` nonzero, harmonic and
homogeneous, is not an eigenfunction of `-Laplacian/2 + 2a²r²` for any energy. -/
theorem contaminant_not_eigenfunction (a : ℝ) {q : MvPolynomial (Fin n) ℝ} (hq0 : q ≠ 0)
    (hq : q.IsHomogeneous l) (hh : polyLap q = 0) (E : ℝ) :
    ¬ IsEigenfunction a (gto a (rsq n * q)) E := by
  intro h
  have hp0 : rsq n * q ≠ 0 := fun h0 => h.1 (by
    rw [h0]
    funext x
    simp [gto])
  have hr : (rsq n).IsHomogeneous 2 :=
    IsHomogeneous.sum _ _ _ fun i _ => (isHomogeneous_X ℝ i).pow 2
  have h0 := ((isEigenfunction_gto_iff a hp0 (hr.mul hq) E).1 h).1
  rw [polyLap_rsq_mul hq hh] at h0
  have hc := C_eq_zero.1 ((mul_eq_zero.1 h0).resolve_right hq0)
  have hn : n = 0 := by
    have : 2 * n + 4 * l = 0 := by exact_mod_cast hc
    omega
  subst hn
  exact hp0 (by simp [rsq])
```

The function r²qG is called a contaminant because its prefactor has degree l+2, while its angular dependence is that of q, of degree l. For n ≥ 1 the factor 2n+4l is positive, so r²q is not harmonic and r²qG is not an eigenfunction. For n = 0, r² = 0 and the orbital is the zero function, which is excluded by definition.

```lean
/-- A Cartesian primitive `x₁^k₁ ⋯ xₙ^kₙ exp(-a r²)` is an eigenfunction of
`-Laplacian/2 + 2a²r²` for some energy if and only if no exponent `kᵢ` exceeds one. -/
theorem cartesian_primitive_iff (a : ℝ) (k : Fin n →₀ ℕ) :
    (∃ E, IsEigenfunction a (gto a (monomial k 1)) E) ↔ ∀ i, k i ≤ 1 := by
  have hm : monomial k (1 : ℝ) ≠ 0 := by simp
  have hk : (monomial k (1 : ℝ)).IsHomogeneous k.degree := isHomogeneous_monomial _ rfl
  have hL : polyLap (monomial k (1 : ℝ)) =
      ∑ i, monomial (k - Finsupp.single i 1 - Finsupp.single i 1)
        ((k i : ℝ) * ((k i - 1 : ℕ) : ℝ)) := by
    refine Finset.sum_congr rfl fun i _ => ?_
    rw [pderiv_monomial, pderiv_monomial]
    simp only [Finsupp.tsub_apply, Finsupp.single_eq_same, one_mul]
  constructor
  · rintro ⟨E, h⟩ i
    have h0 := ((isEigenfunction_gto_iff a hm hk E).1 h).1
    rw [hL] at h0
    -- at the point (1, ..., 1) the Laplacian is a sum of nonnegative terms
    have h1 := congrArg (eval fun _ => (1 : ℝ)) h0
    simp only [map_sum, eval_monomial, one_pow, Finsupp.prod, Finset.prod_const_one,
      mul_one, map_zero] at h1
    have hn : ∀ j ∈ Finset.univ, 0 ≤ (k j : ℝ) * ((k j - 1 : ℕ) : ℝ) :=
      fun j _ => by positivity
    have h2 := (Finset.sum_eq_zero_iff_of_nonneg hn).1 h1 i (Finset.mem_univ i)
    have h3 : k i * (k i - 1) = 0 := by exact_mod_cast h2
    rcases Nat.mul_eq_zero.1 h3 with h4 | h4 <;> omega
  · intro h
    refine ⟨_, (isEigenfunction_gto_iff a hm hk _).2 ⟨?_, rfl⟩⟩
    rw [hL]
    refine Finset.sum_eq_zero fun i _ => ?_
    rcases Nat.le_one_iff_eq_zero_or_eq_one.1 (h i) with e | e <;> simp [e]

end

end SolidHarmonicGaussian
```

Here `k` lists the exponents and `monomial k 1` is the product of the xᵢ^kᵢ. Its Laplacian has coefficients kᵢ(kᵢ−1). At the point (1, …, 1) it equals Σᵢ kᵢ(kᵢ−1), a sum of nonnegative terms, which vanishes only if every kᵢ is 0 or 1. Conversely, such exponents make every term of the Laplacian zero.

In a three-dimensional, non-interacting dot calculation with an s function and the six Cartesian d functions, all of exponent a, xyG is therefore an exact eigenfunction with energy 7a, while x²G is not one. The contaminant r²G couples to the s function:

H(r²G) = 7a r²G − 3G.

Since HG = 3aG, diagonalisation turns the contaminant into (r² − 3/(4a))G, also with energy 7a. This prefactor is not harmonic, but it is not homogeneous either, so it does not contradict the theorem.

```lean
#print axioms SolidHarmonicGaussian.contaminant_not_eigenfunction
-- 'SolidHarmonicGaussian.contaminant_not_eigenfunction' depends on axioms: [propext, Classical.choice, Quot.sound]
#print axioms SolidHarmonicGaussian.cartesian_primitive_iff
-- 'SolidHarmonicGaussian.cartesian_primitive_iff' depends on axioms: [propext, Classical.choice, Quot.sound]
```
